# Inexact SCF iterations of K-contractions are guaranteed to converge exactly when the relative error tolerance is below (1−K)/(1+K)

## How large an error can each SCF step afford?

Suppose an SCF map $F$ has a fixed point and is a contraction with constant $K$, $0\le K<1$. If every evaluation of $F$ carries an error of at most $h$ times the current residual $F(x_n)-x_n$, the iteration still converges whenever $h<(1-K)/(1+K)$. At equality the guarantee is lost: for $F(x)=-Kx$ on the real line, errors equal to $(1-K)/(1+K)$ times the residual turn the iteration into $x_{n+1}=-x_n$, which converges from no nonzero start.

I can make both halves plausible with a few lines of algebra. I would like to see them as one rigorous statement, "convergence for all such maps and errors if and only if $h<(1-K)/(1+K)$", with a proof that a machine has checked. Can that be done, and does it hold beyond one real variable?

## The error factor and the flipping orbit

Yes. On every nonzero real normed space, with $0\le K<1$ and $h\ge 0$, all inexact iterations of all $K$-Lipschitz maps with a fixed point converge to that fixed point if and only if $h<(1-K)/(1+K)$.

Let $x_n$ be the input of step $n$, for instance a density, and $F(x_n)$ the exact output. Let $p$ be the fixed point, $F(p)=p$. The constant $K$ bounds how strongly the output responds to a change of the input:
$$\|F(y)-F(z)\|\le K\|y-z\|.$$
The computed step is $x_{n+1}=F(x_n)+e_n$, where the error $e_n$ may come from an inner solver that was stopped early. The tolerance rule is
$$\|e_n\|\le h\,\|F(x_n)-x_n\|.$$

**Convergence below the threshold.** Since $F(p)=p$, the Lipschitz bound gives $\|F(x_n)-p\|\le K\|x_n-p\|$. The residual is then bounded by
$$\|F(x_n)-x_n\|\le\|F(x_n)-p\|+\|x_n-p\|\le(1+K)\|x_n-p\|.$$
The next error therefore satisfies
$$\|x_{n+1}-p\|\le\|e_n\|+\|F(x_n)-p\|\le\rho\,\|x_n-p\|,\qquad \rho=K+h(1+K).$$
By induction, $\|x_n-p\|\le\rho^n\|x_0-p\|$. The condition $\rho<1$ reads $h(1+K)<1-K$, which is $h<(1-K)/(1+K)$. In that case $\rho^n\to0$ and $x_n\to p$.

**Failure at the threshold.** Take $F(x)=-Kx$, whose fixed point is $0$. Here $x$ should be read as a deviation from the self-consistent density, not as a density itself, which could not change sign. For $K>0$ this is an overshooting response: the output is displaced to the opposite side of the fixed point, as when excess charge in one region raises the repulsive potential there and drives charge away. The residual is $-(1+K)x$. If the error is $h$ times the residual, then
$$x_{n+1}=-Kx_n-h(1+K)x_n=-\rho\,x_n,\qquad x_n=(-\rho)^n x_0.$$
The error now points the same way as the overshoot, and every inequality above becomes an equality. At $h=(1-K)/(1+K)$ we have $\rho=1$, so $x_{n+1}=-x_n$.

Such a sequence has no limit unless it starts at zero. If $x_n\to q$, then the shifted sequence $x_{n+1}=-x_n$ tends both to $q$ and to $-q$, so $q=0$. But $\|x_n\|=\|x_0\|$ for all $n$, so $\|q\|=\|x_0\|\neq0$, a contradiction.

**Failure above the threshold.** If $h$ is larger than $(1-K)/(1+K)$, the same flipping orbit is still allowed, because its errors are smaller than the rule permits. One counterexample thus serves for every $h\ge(1-K)/(1+K)$.

**Numbers for $K=1/2$.** The threshold is $(1/2)/(3/2)=1/3$. Start $F(x)=-x/2$ at $x_0=1$. The exact output is $-0.5$ and the residual is $-1.5$.

- With $h=1/3$ the error is $-0.5$, so $x_1=-1$, and the next step returns to $x_2=1$.
- With $h=1/5$ the error is $-0.3$, so $x_1=-0.8$. The factor is $\rho=0.8$, and the iterates continue as $0.64,\,-0.512,\dots$ towards zero.

## The Lean file

```lean
import Mathlib

open Filter Topology

namespace SharpInexactSCF

noncomputable section

variable {E : Type*} [NormedAddCommGroup E] [NormedSpace ℝ E]

/-- An inexact SCF iteration: the error made in evaluating `F (x n)` is at most `h` times
the current residual `F (x n) - x n`, in norm. -/
def IsInexactSCF (F : E → E) (h : ℝ) (x : ℕ → E) : Prop :=
  ∀ n, ‖x (n + 1) - F (x n)‖ ≤ h * ‖F (x n) - x n‖

/-- The linear response `F(x) = -K x`, which overshoots the fixed point `0` when `K > 0`. -/
def overshoot (K : ℝ) (x : E) : E := -(K • x)

omit [NormedSpace ℝ E] in
/-- One inexact SCF step multiplies the distance to the fixed point by at most
`K + h (1 + K)`. -/
theorem error_step {F : E → E} {K h : ℝ} {p : E} {x : ℕ → E} (hh : 0 ≤ h)
    (hF : ∀ y z, ‖F y - F z‖ ≤ K * ‖y - z‖) (hp : F p = p)
    (hx : IsInexactSCF F h x) (n : ℕ) :
    ‖x (n + 1) - p‖ ≤ (K + h * (1 + K)) * ‖x n - p‖ := by
  have h1 : ‖F (x n) - p‖ ≤ K * ‖x n - p‖ := by
    have h0 := hF (x n) p
    rwa [hp] at h0
  -- the residual is controlled by the distance to the fixed point
  have h2 : ‖F (x n) - x n‖ ≤ (1 + K) * ‖x n - p‖ := by
    calc ‖F (x n) - x n‖ = ‖(F (x n) - p) - (x n - p)‖ := by
          rw [sub_sub_sub_cancel_right]
      _ ≤ ‖F (x n) - p‖ + ‖x n - p‖ := norm_sub_le _ _
      _ ≤ (1 + K) * ‖x n - p‖ := by linarith
  calc ‖x (n + 1) - p‖ = ‖(x (n + 1) - F (x n)) + (F (x n) - p)‖ := by
        rw [sub_add_sub_cancel]
    _ ≤ ‖x (n + 1) - F (x n)‖ + ‖F (x n) - p‖ := norm_add_le _ _
    _ ≤ h * ((1 + K) * ‖x n - p‖) + K * ‖x n - p‖ :=
        add_le_add ((hx n).trans (mul_le_mul_of_nonneg_left h2 hh)) h1
    _ = (K + h * (1 + K)) * ‖x n - p‖ := by ring

omit [NormedSpace ℝ E] in
/-- After `n` inexact SCF steps the distance to the fixed point is at most
`(K + h (1 + K)) ^ n` times the initial distance. -/
theorem error_bound {F : E → E} {K h : ℝ} {p : E} {x : ℕ → E} (hK : 0 ≤ K) (hh : 0 ≤ h)
    (hF : ∀ y z, ‖F y - F z‖ ≤ K * ‖y - z‖) (hp : F p = p)
    (hx : IsInexactSCF F h x) (n : ℕ) :
    ‖x n - p‖ ≤ (K + h * (1 + K)) ^ n * ‖x 0 - p‖ := by
  have hq : 0 ≤ K + h * (1 + K) := by positivity
  induction n with
  | zero => simp
  | succ n ih =>
    calc ‖x (n + 1) - p‖ ≤ (K + h * (1 + K)) * ‖x n - p‖ := error_step hh hF hp hx n
      _ ≤ (K + h * (1 + K)) * ((K + h * (1 + K)) ^ n * ‖x 0 - p‖) :=
          mul_le_mul_of_nonneg_left ih hq
      _ = (K + h * (1 + K)) ^ (n + 1) * ‖x 0 - p‖ := by ring

omit [NormedSpace ℝ E] in
/-- With a tolerance `h < (1 - K) / (1 + K)` the inexact SCF iteration converges to the
fixed point. -/
theorem converges_below {F : E → E} {K h : ℝ} {p : E} {x : ℕ → E} (hK : 0 ≤ K) (hh : 0 ≤ h)
    (hlt : h < (1 - K) / (1 + K))
    (hF : ∀ y z, ‖F y - F z‖ ≤ K * ‖y - z‖) (hp : F p = p)
    (hx : IsInexactSCF F h x) : Tendsto x atTop (𝓝 p) := by
  have hq0 : 0 ≤ K + h * (1 + K) := by positivity
  have hq1 : K + h * (1 + K) < 1 := by
    have h1 := (lt_div_iff₀ (by positivity : (0 : ℝ) < 1 + K)).1 hlt
    linarith
  have hlim := (tendsto_pow_atTop_nhds_zero_of_lt_one hq0 hq1).mul_const ‖x 0 - p‖
  rw [zero_mul] at hlim
  exact tendsto_iff_norm_sub_tendsto_zero.2
    (squeeze_zero (fun n => norm_nonneg _) (error_bound hK hh hF hp hx) hlim)

/-- For `F(x) = -K x`, an error equal to `h` times the residual turns the SCF step into
multiplication by `-(K + h (1 + K))`. -/
theorem overshoot_step (K h : ℝ) (x : E) :
    overshoot K x + h • (overshoot K x - x) = (-(K + h * (1 + K))) • x := by
  simp only [overshoot]
  module

/-- For `F(x) = -K x` with errors equal to `h` times the residual, the `n`-th iterate is
`(-(K + h (1 + K))) ^ n` times the start. -/
theorem overshoot_orbit {K h : ℝ} {x : ℕ → E}
    (hx : ∀ n, x (n + 1) = overshoot K (x n) + h • (overshoot K (x n) - x n)) (n : ℕ) :
    x n = (-(K + h * (1 + K))) ^ n • x 0 := by
  induction n with
  | zero => simp
  | succ n ih => rw [hx, overshoot_step, ih, smul_smul, ← pow_succ']

/-- At the critical tolerance `h = (1 - K) / (1 + K)` the perturbed SCF step for
`F(x) = -K x` is the reflection `x ↦ -x`. -/
theorem critical_flip {K : ℝ} (hK : 0 ≤ K) (x : E) :
    overshoot K x + ((1 - K) / (1 + K)) • (overshoot K x - x) = -x := by
  have hne : 1 + K ≠ 0 := by positivity
  have hc : (1 - K) / (1 + K) * (1 + K) = 1 - K := by field_simp
  rw [overshoot_step, hc]
  module

/-- A sequence with `x (n + 1) = -x n` for all `n` and a nonzero start has no limit. -/
theorem flip_not_tendsto {x : ℕ → E} (hx : ∀ n, x (n + 1) = -x n) (h0 : x 0 ≠ 0) (q : E) :
    ¬ Tendsto x atTop (𝓝 q) := by
  intro hq
  -- a limit would equal its own negative, hence vanish
  have h1 : Tendsto (fun n => x (n + 1)) atTop (𝓝 q) := hq.comp (tendsto_add_atTop_nat 1)
  have h2 : Tendsto (fun n => x (n + 1)) atTop (𝓝 (-q)) :=
    hq.neg.congr (fun n => (hx n).symm)
  have h3 : q = -q := tendsto_nhds_unique h1 h2
  have h4 : (2 : ℝ) • q = 0 := by
    calc (2 : ℝ) • q = q - (-q) := by module
      _ = 0 := sub_eq_zero.2 h3
  have h5 : q = 0 := (smul_eq_zero.1 h4).resolve_left two_ne_zero
  -- but the norm of the iterates never changes
  have hn : ∀ n, ‖x n‖ = ‖x 0‖ := by
    intro n
    induction n with
    | zero => rfl
    | succ n ih => rw [hx, norm_neg, ih]
  have h6 : Tendsto (fun n => ‖x n‖) atTop (𝓝 ‖x 0‖) :=
    tendsto_const_nhds.congr (fun n => (hn n).symm)
  have h7 : ‖q‖ = ‖x 0‖ := tendsto_nhds_unique hq.norm h6
  rw [h5, norm_zero] at h7
  exact h0 (norm_eq_zero.1 h7.symm)

/-- For `F(x) = -K x` with errors equal to `(1 - K) / (1 + K)` times the residual, no nonzero
start leads to a convergent iteration. -/
theorem critical_no_limit {K : ℝ} (hK : 0 ≤ K) {x : ℕ → E}
    (hx : ∀ n, x (n + 1) =
      overshoot K (x n) + ((1 - K) / (1 + K)) • (overshoot K (x n) - x n))
    (h0 : x 0 ≠ 0) (q : E) : ¬ Tendsto x atTop (𝓝 q) :=
  flip_not_tendsto (fun n => (hx n).trans (critical_flip hK (x n))) h0 q

/-- Sharp adaptive tolerance: all inexact SCF iterations with relative tolerance `h`, for all
`K`-Lipschitz maps with a fixed point, converge to that fixed point if and only if
`h < (1 - K) / (1 + K)`. -/
theorem sharp_tolerance [Nontrivial E] {K h : ℝ} (hK0 : 0 ≤ K) (hK1 : K < 1) (hh : 0 ≤ h) :
    (∀ (F : E → E) (p : E), (∀ y z, ‖F y - F z‖ ≤ K * ‖y - z‖) → F p = p →
      ∀ x : ℕ → E, IsInexactSCF F h x → Tendsto x atTop (𝓝 p)) ↔
    h < (1 - K) / (1 + K) := by
  constructor
  · intro hall
    by_contra hnot
    have hge : (1 - K) / (1 + K) ≤ h := not_lt.1 hnot
    have hc : 0 ≤ (1 - K) / (1 + K) := div_nonneg (by linarith) (by linarith)
    obtain ⟨v, hv⟩ := exists_ne (0 : E)
    -- the sign-flipping orbit respects the tolerance but has no limit
    obtain ⟨x, hx0, hx⟩ : ∃ x : ℕ → E, x 0 ≠ 0 ∧ ∀ n, x (n + 1) = -x n :=
      ⟨fun n => (-1 : ℝ) ^ n • v, by simpa using hv, fun n => by simp [pow_succ]⟩
    refine flip_not_tendsto hx hx0 0 (hall (overshoot K) 0 ?_ ?_ x ?_)
    · intro y z
      have hd : overshoot K y - overshoot K z = (-K) • (y - z) := by
        simp only [overshoot]
        module
      rw [hd, norm_smul, norm_neg, Real.norm_of_nonneg hK0]
    · simp [overshoot]
    · intro n
      rw [hx, ← critical_flip hK0 (x n), add_sub_cancel_left, norm_smul,
        Real.norm_of_nonneg hc]
      exact mul_le_mul_of_nonneg_right hge (norm_nonneg _)
  · intro hlt F p hF hp x hx
    exact converges_below hK0 hh hlt hF hp hx

end

end SharpInexactSCF
```

```lean
#print axioms SharpInexactSCF.overshoot_orbit
#print axioms SharpInexactSCF.critical_no_limit
#print axioms SharpInexactSCF.sharp_tolerance
```

```
'SharpInexactSCF.overshoot_orbit' depends on axioms: [propext, Classical.choice, Quot.sound]
'SharpInexactSCF.critical_no_limit' depends on axioms: [propext, Classical.choice, Quot.sound]
'SharpInexactSCF.sharp_tolerance' depends on axioms: [propext, Classical.choice, Quot.sound]
```

## What the equivalence says and where it applies

The main theorem is `sharp_tolerance`. Its objects correspond to the physics as follows.

- `E` is the space in which the SCF variable lives: any real normed space, of finite or infinite dimension. The real line is the case `E = ℝ`. The assumption `[Nontrivial E]` says that `E` has a nonzero vector, which the counterexample needs as its start.
- `F : E → E` is the exact SCF map, and `x : ℕ → E` is the sequence of computed iterates, beginning with `x 0`.
- `IsInexactSCF F h x` is the tolerance rule. The error is not a separate object; it is the difference `x (n + 1) - F (x n)`, and its norm is compared with the norm of the exact residual at the same step.
- `∀ y z, ‖F y - F z‖ ≤ K * ‖y - z‖` is the contraction hypothesis, and `F p = p` makes `p` a self-consistent solution.
- `Tendsto x atTop (𝓝 p)` says that the iterates converge to `p` in norm.

The left side of the equivalence quantifies over all maps `F`, all fixed points `p` and all admissible sequences `x`. It expresses a guarantee for the whole class. When it fails, some map and some errors defeat convergence; a particular map, or errors that happen to be favourable, may well tolerate a larger `h`.

The statement about the linear example is `critical_no_limit`. For `overshoot K`, which is $x\mapsto-Kx$, and errors equal to $(1-K)/(1+K)$ times the residual, a sequence with `x 0 ≠ 0` tends to no point `q` at all. This is stronger than failing to reach the fixed point.

For an SCF calculation whose map is a global contraction in the chosen norm, the result tells how loosely each evaluation may be converged relative to the current residual without losing guaranteed convergence. The restrictions matter in practice:

- Both the contraction property and the existence of $p$ are assumed; neither is derived from an electronic-structure model. The map is taken to be defined and contractive on the whole space `E`, although physical densities fill only part of such a space.
- The map $F$ stays the same throughout the iteration. A mixing scheme that changes its damping or uses earlier iterates is covered only if its steps obey the tolerance rule for one fixed $F$. Damped steps $x_{n+1}=x_n+\alpha_n(F(x_n)-x_n)$, for example, obey it when $|1-\alpha_n|\le h$ for all $n$.
- The rule refers to the exact residual $F(x_n)-x_n$, whereas a program that evaluates $F$ inexactly sees only an approximation to it.

## How the lemmas follow the algebra

**The convergent half.** `error_step` is the one-step estimate. Its intermediate facts `h1` and `h2` are the bounds on $\|F(x_n)-p\|$ and on the residual. The final `calc` block splits $x_{n+1}-p$ into the evaluation error plus $F(x_n)-p$, applies the triangle inequality, and collects the factor $K+h(1+K)$ with `ring`.

`error_bound` iterates this by induction on `n`. The induction step multiplies the earlier bound by $\rho$, which is allowed because $\rho\ge0$, a consequence of `0 ≤ K` and `0 ≤ h`.

`converges_below` multiplies the hypothesis on `h` by the positive number $1+K$, using `lt_div_iff₀`, and obtains $\rho<1$. The powers of $\rho$ then tend to zero, and `squeeze_zero` traps $\|x_n-p\|$ between zero and the geometric bound. No separate assumption `K < 1` appears here, since $0\le h<(1-K)/(1+K)$ already forces it.

**The linear example.** `overshoot_step` computes that a step with error $h$ times the residual is multiplication by $-\rho$; the tactic `module` does the vector algebra. `overshoot_orbit` turns this into the closed form $x_n=(-\rho)^nx_0$ by induction. `critical_flip` inserts the critical tolerance, for which $h(1+K)=1-K$, and the multiplier becomes $-1$.

**No limit for a flipping sequence.** `flip_not_tendsto` assumes a limit `q` and derives a contradiction. The facts `h1` and `h2` say that the shifted sequence tends to `q` and to `-q`. Uniqueness of limits gives `q = -q`, hence $2q=0$ and `q = 0`. A short induction shows that the norm of the iterates is constant, so a second use of uniqueness gives $\|q\|=\|x_0\|$, which contradicts `x 0 ≠ 0`. Combining this lemma with `critical_flip` proves `critical_no_limit`.

**The equivalence.** In `sharp_tolerance`, the direction from the inequality to convergence is `converges_below`. For the other direction, the proof supposes that the guarantee holds although $h\ge(1-K)/(1+K)$. It picks a nonzero vector `v` and builds the flipping sequence $x_n=(-1)^nv$. Applying the supposed guarantee to `overshoot K` with fixed point `0` leaves three conditions to verify:

1. The map is $K$-Lipschitz, because $F(y)-F(z)=-K(y-z)$.
2. Zero is a fixed point.
3. The flipping sequence obeys the tolerance. Here `critical_flip` is used from right to left: it rewrites $-x_n$ as $F(x_n)$ plus $(1-K)/(1+K)$ times the residual. The error norm is therefore exactly $(1-K)/(1+K)$ times the residual norm, which is at most $h$ times the residual norm.

The guarantee would then make the flipping sequence converge to zero, and `flip_not_tendsto` rules that out.
